# A finite planar point group containing a reflection has twice as many elements as its rotation subgroup

A planar point group is modelled here as a subgroup `G` of O(2), the real orthogonal 2 by 2 matrices, and its proper part `rotations G` consists of the elements of determinant 1. The theorem `card_eq_two_mul` says that if `G` is finite and contains an element `s` of determinant -1, a reflection, then `G` has exactly twice as many elements as its proper part. The attempt maps two copies of the proper part into `G`, the first by inclusion and the second by multiplication by `s` on the left. It then sets out to show that this map `f` is a bijection, and counts.

As first written in Lean, the proof fails:

```lean
import Mathlib

noncomputable section

namespace CardEqTwoMul

/-- The group O(2) of real orthogonal 2 by 2 matrices. -/
abbrev O2 : Type := ↥(Matrix.unitaryGroup (Fin 2) ℝ)

/-- The proper part of a planar point group: its elements of determinant one. -/
def rotations (G : Subgroup O2) : Subgroup O2 :=
  G ⊓ (Matrix.detMonoidHom.comp (Matrix.unitaryGroup (Fin 2) ℝ).subtype).ker

/-- An operation is in the proper part of `G` exactly when it is in `G` and has
determinant one. -/
theorem mem_rotations {G : Subgroup O2} {g : O2} :
    g ∈ rotations G ↔ g ∈ G ∧ g.1.det = 1 := Iff.rfl

/-- The proper part of a finite planar point group is finite. -/
instance finite_rotations (G : Subgroup O2) [Finite G] : Finite (rotations G) :=
  Finite.of_injective (fun x : rotations G => (⟨x.1, (mem_rotations.mp x.2).1⟩ : G))
    (fun _ _ h => Subtype.ext (congrArg (fun z : G => z.1) h))

/-- The rows of an orthogonal matrix are orthonormal. -/
theorem orthonormal_rows (g : O2) :
    g.1 0 0 ^ 2 + g.1 0 1 ^ 2 = 1 ∧ g.1 0 0 * g.1 1 0 + g.1 0 1 * g.1 1 1 = 0 ∧
      g.1 1 0 ^ 2 + g.1 1 1 ^ 2 = 1 := by
  obtain ⟨A, hA⟩ := g
  have h := Matrix.mem_unitaryGroup_iff.mp hA
  have h00 := congrFun (congrFun h 0) 0
  have h01 := congrFun (congrFun h 0) 1
  have h11 := congrFun (congrFun h 1) 1
  simp [Matrix.mul_apply, Fin.sum_univ_two, Matrix.star_apply] at h00 h01 h11
  exact ⟨by linarith, by linarith, by linarith⟩

/-- An orthogonal operation of the plane has determinant `1` or `-1`. -/
theorem det_eq_one_or (g : O2) : g.1.det = 1 ∨ g.1.det = -1 := by
  obtain ⟨e1, e2, e3⟩ := orthonormal_rows g
  apply mul_self_eq_one_iff.mp
  rw [Matrix.det_fin_two]
  linear_combination (g.1 1 0 ^ 2 + g.1 1 1 ^ 2) * e1 + e3
    - (g.1 0 0 * g.1 1 0 + g.1 0 1 * g.1 1 1) * e2

/-- An orthogonal operation of the plane with determinant `-1` is its own inverse. -/
theorem reflection_mul_self (s : O2) (hs : s.1.det = -1) : s * s = 1 := by
  obtain ⟨e1, e2, _⟩ := orthonormal_rows s
  rw [Matrix.det_fin_two] at hs
  have hsym : s.1 0 1 = s.1 1 0 := by
    linear_combination s.1 0 1 * hs + s.1 1 0 * e1 - s.1 0 0 * e2
  -- the matrix is symmetric, so its transpose, which is its inverse, is itself
  have ht : star s.1 = s.1 := by
    ext i j
    fin_cases i <;> fin_cases j <;> simp [Matrix.star_apply, hsym]
  have h := Matrix.mem_unitaryGroup_iff.mp s.2
  rw [ht] at h
  exact Subtype.ext h

/-- A finite planar point group that contains an element of determinant `-1` has twice as many
elements as its proper part. -/
theorem card_eq_two_mul (G : Subgroup O2) [Finite G] (s : O2) (hs : s ∈ G)
    (hsd : s.1.det = -1) : Nat.card G = 2 * Nat.card (rotations G) := by
  let f : rotations G ⊕ rotations G → G := Sum.elim
    (fun x => ⟨x.1, (mem_rotations.mp x.2).1⟩)
    (fun x => ⟨s * x.1, G.mul_mem hs (mem_rotations.mp x.2).1⟩)
  have hdet : ∀ y : rotations G, (s * y.1).1.det = -1 := fun y =>
    (Matrix.det_mul s.1 y.1.1).trans (by rw [hsd, (mem_rotations.mp y.2).2]; norm_num)
  -- a rotation is never `s` times a rotation
  have hne : ∀ x y : rotations G, x.1 ≠ s * y.1 := by
    intro x y h
    have h1 := (mem_rotations.mp x.2).2
    rw [h, hdet y] at h1
    norm_num at h1
  have hf : Function.Bijective f := by
    constructor
    · rintro (x | x) (y | y) h
      · have h' : x.1 = y.1 := congrArg Subtype.val h
        exact congrArg Sum.inl (Subtype.ext h')
      · exact (hne x y (congrArg Subtype.val h)).elim
      · exact (hne y x (congrArg Subtype.val h).symm).elim
      · have h' : s * x.1 = s * y.1 := congrArg Subtype.val h
        exact congrArg Sum.inr (Subtype.ext (mul_left_cancel h'))
    · rintro ⟨g, hg⟩
      rcases det_eq_one_or g with hd | hd
      · exact ⟨Sum.inl ⟨g, mem_rotations.mpr ⟨hg, hd⟩⟩, rfl⟩
      · refine ⟨Sum.inr ⟨s * g, mem_rotations.mpr ⟨G.mul_mem hs hg,
          (Matrix.det_mul s.1 g.1).trans (by rw [hsd, hd]; norm_num)⟩⟩, Subtype.ext ?_⟩
        change s * (s * g) = g
        rw [← mul_assoc, reflection_mul_self s hsd, one_mul]
  rw [← Nat.card_eq_of_bijective f hf, Nat.card_sum, two_mul]

end CardEqTwoMul
```

Compiling this gives:

```
Main.lean:76:52: error: Application type mismatch: The argument
  h
has type
  f (Sum.inl x) = f (Sum.inl y)
but is expected to have type
  x = y
in the application
  congrArg Subtype.val h
```

Fix (accepted with no message):

```diff
@@ -74,5 +74,7 @@
     constructor
     · rintro (x | x) (y | y) h
-      · have h' : x.1 = y.1 := congrArg Subtype.val h
+      · have h' : x.1 = y.1 := by
+          have h2 := congrArg (fun z : G => z.1) h
+          exact h2
         exact congrArg Sum.inl (Subtype.ext h')
       · exact (hne x y (congrArg Subtype.val h)).elim
```

Diagnosis. The error is in the proof that `f` is injective, where both elements come from the first copy. There `h` says `f (Sum.inl x) = f (Sum.inl y)`, an equation in `G`, and the goal is `x.1 = y.1`, an equation between matrices in O(2).

Both sides of that goal are already values of `Subtype.val`, at `x` and at `y`. Lean therefore matched `congrArg Subtype.val` with the goal by taking `x` and `y` themselves as the elements compared, and so required a proof of `x = y` in `rotations G`. The hypothesis `h` is not of that type.

The repair first builds `h2` with no stated type, applying to `h` a function whose argument is marked as an element of `G`. The elements compared are now those in `h`. Then `exact h2` closes the goal, because by the definition of `f` the matrix underlying `f (Sum.inl x)` is `x.1`, and likewise for `y`.
